# Brillouin's theorem: a single excitation couples to its determinant through a Fock matrix element

**A:** Take a normalised Slater determinant Φ of orthonormal spin orbitals, with i occupied and v virtual, and electrons whose pair interaction is unchanged when the two particles are swapped. Exciting one electron from i to v gives a state whose Hamiltonian matrix element with Φ is

⟨Φ_i^v| H |Φ⟩ = F_vi = h_vi + Σ_{j occ} [V(v,j,i,j) − V(v,j,j,i)].

Here h and V are the one- and two-electron integrals, with V(p,q,r,s) = ⟨pq|rs⟩. The coupling vanishes exactly when F_vi does. In a finite basis, these are the entries between the reference and the singles in a configuration-interaction matrix.

**Q:** Brillouin's theorem says the coupling is zero. Where did the zero go?

**A:** It belongs to determinants whose spin orbitals solve the Hartree–Fock equations, which make the occupied-virtual blocks of F vanish. Self-consistent Kohn–Sham or restricted open-shell determinants need not have this property. The formula holds for any determinant.

**Q:** Derive it by hand first.

**A:** Write a_p for annihilators, b_p for creators (textbooks write a_p†), and w(x) for ⟨Φ|x|Φ⟩. The Hamiltonian is

H = Σ h_pq b_p a_q + ½ Σ V(p,q,r,s) b_p b_q a_s a_r.

Since a_v and b_i annihilate Φ, w(x a_v) = w(x b_i) = 0. On the bra side, w(b_v x) = w(a_i x) = 0.

The density D_pq = w(b_p a_q) is zero for p virtual. For p occupied, b_p a_q = δ_pq − a_q b_p, and the last term vanishes, so D_pq = δ_pq.

The excited state is Φ_i^v = b_v a_i Φ, so its bra is ⟨Φ| b_i a_v. For the one-body part, move a_v to the right:

b_i a_v b_p a_q = δ_vp b_i a_q + b_i b_p a_q a_v.

The last term vanishes, leaving δ_vp δ_iq, which sums to h_vi. For the two-body part,

a_v b_p b_q a_s a_r = δ_vp b_q a_s a_r − δ_vq b_p a_s a_r + b_p b_q a_s a_r a_v.

Again the last term drops out. Put b_i in front and move it to the right:

b_i b_q a_s a_r = δ_ri b_q a_s − δ_si b_q a_r − b_q a_s a_r b_i.

The expectation value is therefore

δ_vp (δ_ri D_qs − δ_si D_qr) − δ_vq (δ_ri D_ps − δ_si D_pr).

Summed against ½V, this gives

½ Σ_{j occ} [V(v,j,i,j) − V(v,j,j,i) − V(j,v,i,j) + V(j,v,j,i)].

Swapping the particles turns the last two terms into copies of the first two, which cancels the ½.

**Q:** Is there a sign trap?

**A:** Yes, the order a_s a_r. Writing a_r a_s with the same V reverses the sign of the whole two-electron part.

**Q:** Now the formal version. What are the orbitals and operators?

**A:** The labels `n` are orthonormal spin orbitals, and the operators live in any complex algebra `A`.

In Lean 4 with Mathlib:

```lean
import Mathlib

open Matrix

namespace BrillouinSecondQuantisation

noncomputable section

variable {n A : Type*} [DecidableEq n] [Ring A] [Algebra ℂ A]
```

`delta` is δ_pq, and `density` is the closed form found above for D_pq: δ_pq for p occupied, zero for p virtual.

```lean
/-- The Kronecker delta of two orbital labels. -/
def delta (p q : n) : ℂ := if p = q then 1 else 0

/-- The occupation projector: the Kronecker delta restricted to occupied orbitals. -/
def density (occ : Finset n) (p q : n) : ℂ := if p ∈ occ then delta p q else 0
```

The anticommutation relations are assumed as a structure.

```lean
/-- The canonical anticommutation relations for annihilators `a` and creators `b`. -/
structure IsCAR (a b : n → A) : Prop where
  aa : ∀ p q, a p * a q + a q * a p = 0
  bb : ∀ p q, b p * b q + b q * b p = 0
  ab : ∀ p q, a p * b q + b q * a p = delta p q • (1 : A)
```

**Q:** I see no wavefunction.

**A:** Only its expectation functional `w` appears. It is linear and normalised, and obeys the four vanishing rules above for every operator x. A normalised Slater determinant supplies such a `w`.

```lean
/-- The expectation functional of a determinant: it is normalised, and virtual annihilators and
occupied creators vanish on the ket, virtual creators and occupied annihilators on the bra. -/
structure IsDeterminant (a b : n → A) (occ : Finset n) (w : A →ₗ[ℂ] ℂ) : Prop where
  one : w 1 = 1
  ann_virt : ∀ v, v ∉ occ → ∀ x, w (x * a v) = 0
  cre_virt : ∀ v, v ∉ occ → ∀ x, w (b v * x) = 0
  cre_occ : ∀ i, i ∈ occ → ∀ x, w (x * b i) = 0
  ann_occ : ∀ i, i ∈ occ → ∀ x, w (a i * x) = 0
```

The Fock matrix follows the convention in which V(p,q,r,s) is ⟨pq|rs⟩: p and r belong to one electron, q and s to the other.

```lean
/-- The Fock matrix: one-electron part plus Coulomb minus exchange with the occupied orbitals. -/
def fock (h : n → n → ℂ) (V : n → n → n → n → ℂ) (occ : Finset n) (p q : n) : ℂ :=
  h p q + ∑ j ∈ occ, (V p j q j - V p j j q)
```

**Q:** Is the density put in by definition?

**A:** No, it is proved. The case split on `p ∈ occ` is the one made by hand.

```lean
/-- The Kronecker delta is symmetric. -/
theorem delta_comm (p q : n) : delta p q = delta q p := by
  simp only [delta, eq_comm]

variable {a b : n → A} {occ : Finset n} {w : A →ₗ[ℂ] ℂ}

/-- The one-particle density matrix of a determinant is the occupation projector. -/
theorem one_particle_density (hC : IsCAR a b) (hw : IsDeterminant a b occ w) (p q : n) :
    w (b p * a q) = density occ p q := by
  by_cases hp : p ∈ occ
  · rw [eq_sub_of_add_eq' (hC.ab q p), map_sub, map_smul, hw.one, hw.cre_occ p hp,
      density, if_pos hp, delta_comm q p, smul_eq_mul, mul_one, sub_zero]
  · rw [hw.cre_virt p hp, density, if_neg hp]
```

The basis becomes finite here, and H is the explicit sum.

```lean
variable [Fintype n]

/-- The electronic Hamiltonian with one-electron integrals `h` and two-electron integrals `V`. -/
def hamiltonian (a b : n → A) (h : n → n → ℂ) (V : n → n → n → n → ℂ) : A :=
  ∑ p, ∑ q, h p q • (b p * a q) +
    (1 / 2 : ℂ) • ∑ p, ∑ q, ∑ r, ∑ s, V p q r s • (b p * b q * a s * a r)
```

**Q:** Where does the factor ½ disappear?

**A:** In the next lemma. It takes any linear functional `φ` that produces the pattern of deltas found above, with external labels `x` and `y`. In its proof, `e1` and `e2` carry out the sums, while `e3` and `e4` use `hV`, the particle-swap symmetry that expresses the electrons' indistinguishability.

```lean
variable {h : n → n → ℂ} {V : n → n → n → n → ℂ}

/-- If a linear functional contracts one- and two-body strings with the external labels `x`, `y`
and the occupation projector as displayed, and `V` is symmetric under particle exchange, then its
value on the Hamiltonian is the Fock matrix element between `x` and `y`. -/
theorem hamiltonian_contraction (φ : A →ₗ[ℂ] ℂ) (x y : n)
    (hV : ∀ p q r s, V p q r s = V q p s r)
    (h1 : ∀ p q, φ (b p * a q) = delta p x * delta q y)
    (h2 : ∀ p q r s, φ (b p * b q * a s * a r) =
      delta p x * (delta r y * density occ q s - delta s y * density occ q r) -
      delta q x * (delta r y * density occ p s - delta s y * density occ p r)) :
    φ (hamiltonian a b h V) = fock h V occ x y := by
  have e1 : ∑ p, ∑ q, h p q * (delta p x * delta q y) = h x y := by
    simp only [delta, mul_ite, mul_one, mul_zero, Finset.sum_ite_eq', Finset.mem_univ, if_true]
  -- the four contractions: direct and exchange, each for both electrons
  have e2 : ∑ p, ∑ q, ∑ r, ∑ s, V p q r s *
      (delta p x * (delta r y * density occ q s - delta s y * density occ q r) -
       delta q x * (delta r y * density occ p s - delta s y * density occ p r)) =
      (∑ j ∈ occ, V x j y j - ∑ j ∈ occ, V x j j y) -
      (∑ j ∈ occ, V j x y j - ∑ j ∈ occ, V j x j y) := by
    simp only [mul_sub, Finset.sum_sub_distrib]
    simp only [delta, density, mul_ite, mul_one, mul_zero,
      Finset.sum_ite_irrel, Finset.sum_const_zero, Finset.sum_ite_eq, Finset.sum_ite_eq',
      Finset.mem_univ, if_true, Finset.sum_ite_mem, Finset.univ_inter]
  have e3 : ∑ j ∈ occ, V j x y j = ∑ j ∈ occ, V x j j y :=
    Finset.sum_congr rfl fun j _ => hV j x y j
  have e4 : ∑ j ∈ occ, V j x j y = ∑ j ∈ occ, V x j y j :=
    Finset.sum_congr rfl fun j _ => hV j x j y
  simp only [hamiltonian, map_add, map_sum, map_smul, smul_eq_mul, h1, h2]
  rw [e1, e2, e3, e4, fock, Finset.sum_sub_distrib]
  ring
```

For the bra element, `φ` is "multiply on the left by b_i a_v, then apply `w`". The identities named `e` are the operator moves; `linear_combination` inserts the anticommutators at the right places, and `module` checks the remaining linear identity. `hole` is the step that moves b_i.

```lean
/-- Brillouin matrix element: for `i` occupied, `v` virtual and `V` symmetric under particle
exchange, the Hamiltonian couples the singly excited bra to the determinant by the Fock matrix
element between `v` and `i`. -/
theorem brillouin_bra (hC : IsCAR a b) (hw : IsDeterminant a b occ w)
    (hV : ∀ p q r s, V p q r s = V q p s r) {i v : n} (hi : i ∈ occ) (hv : v ∉ occ) :
    w (b i * a v * hamiltonian a b h V) = fock h V occ v i := by
  have D := one_particle_density hC hw
  have k : ∀ x, w (b i * (x * a v)) = 0 := fun x => by
    rw [← mul_assoc]; exact hw.ann_virt v hv _
  -- move the occupied creator to the right, where it vanishes
  have hole : ∀ q s r, w (b i * (b q * a s * a r)) =
      delta r i * density occ q s - delta s i * density occ q r := by
    intro q s r
    have e : b i * (b q * a s * a r) = delta r i • (b q * a s) - delta s i • (b q * a r)
        - b q * a s * a r * b i := by
      linear_combination (norm := skip) hC.bb i q * (a s * a r) - b q * hC.ab s i * a r
        + b q * a s * hC.ab r i
      simp only [mul_add, add_mul, mul_assoc, smul_mul_assoc, mul_smul_comm, one_mul, mul_one,
        mul_zero, zero_mul]
      module
    rw [e]
    simp only [map_sub, map_smul, smul_eq_mul, D, hw.cre_occ i hi, sub_zero]
  refine hamiltonian_contraction (w ∘ₗ LinearMap.mulLeft ℂ (b i * a v)) v i hV ?_ ?_
  · intro p q
    change w (b i * a v * (b p * a q)) = _
    have e : a v * (b p * a q) = delta v p • a q + b p * a q * a v := by
      linear_combination (norm := skip) hC.ab v p * a q - b p * hC.aa v q
      simp only [mul_add, add_mul, mul_assoc, smul_mul_assoc, one_mul, mul_zero]
      module
    rw [mul_assoc, e, mul_add, mul_smul_comm, map_add, map_smul, k, D, density, if_pos hi,
      smul_eq_mul, add_zero, delta_comm v p, delta_comm i q]
  · intro p q r s
    change w (b i * a v * (b p * b q * a s * a r)) = _
    -- move the virtual annihilator to the right, where it vanishes
    have e : a v * (b p * b q * a s * a r) = delta v p • (b q * a s * a r)
        - delta v q • (b p * a s * a r) + b p * b q * a s * a r * a v := by
      linear_combination (norm := skip) hC.ab v p * (b q * a s * a r)
        - b p * hC.ab v q * (a s * a r) + b p * b q * hC.aa v s * a r
        - b p * b q * a s * hC.aa v r
      simp only [mul_add, add_mul, mul_assoc, smul_mul_assoc, mul_smul_comm, one_mul,
        mul_zero, zero_mul]
      module
    rw [mul_assoc, e, delta_comm v p, delta_comm v q]
    simp only [mul_add, mul_sub, mul_smul_comm, map_add, map_sub, map_smul, smul_eq_mul, k, hole]
    ring
```

**Q:** Why prove the ket version separately? Isn't it the complex conjugate?

**A:** Not here, because neither h nor V is assumed Hermitian. The mirrored calculation moves b_v to the left:

b_p a_q b_v = δ_qv b_p + b_v b_p a_q

b_p b_q a_s a_r b_v = δ_rv b_p b_q a_s − δ_sv b_p b_q a_r + b_v b_p b_q a_s a_r

The terms starting with b_v vanish. Multiply the rest by a_i on the right. The one-body part gives δ_qv δ_pi, and for the two-body part, `part` moves a_i to the left:

w(b_p b_q a_s a_i) = δ_ip D_qs − δ_iq D_ps.

This is the same pattern with `x` = i and `y` = v, so the result is F_iv.

```lean
/-- The mirrored matrix element: for `i` occupied, `v` virtual and `V` symmetric under particle
exchange, the singly excited ket gives the Fock matrix element between `i` and `v`. -/
theorem brillouin_ket (hC : IsCAR a b) (hw : IsDeterminant a b occ w)
    (hV : ∀ p q r s, V p q r s = V q p s r) {i v : n} (hi : i ∈ occ) (hv : v ∉ occ) :
    w (hamiltonian a b h V * (b v * a i)) = fock h V occ i v := by
  have D := one_particle_density hC hw
  have k : ∀ x, w (b v * x * a i) = 0 := fun x => by
    rw [mul_assoc]; exact hw.cre_virt v hv _
  -- move the occupied annihilator to the left, where it vanishes
  have part : ∀ p q s, w (b p * b q * a s * a i) =
      delta i p * density occ q s - delta i q * density occ p s := by
    intro p q s
    have e : b p * b q * a s * a i = delta i p • (b q * a s) - delta i q • (b p * a s)
        - a i * (b p * b q * a s) := by
      linear_combination (norm := skip) b p * b q * hC.aa s i - b p * hC.ab i q * a s
        + hC.ab i p * (b q * a s)
      simp only [mul_add, add_mul, mul_assoc, smul_mul_assoc, mul_smul_comm, one_mul, mul_zero]
      module
    rw [e]
    simp only [map_sub, map_smul, smul_eq_mul, D, hw.ann_occ i hi, sub_zero]
  refine hamiltonian_contraction (w ∘ₗ LinearMap.mulRight ℂ (b v * a i)) i v hV ?_ ?_
  · intro p q
    change w (b p * a q * (b v * a i)) = _
    have e : b p * a q * b v = delta q v • b p + b v * (b p * a q) := by
      linear_combination (norm := skip) b p * hC.ab q v - hC.bb p v * a q
      simp only [mul_add, add_mul, mul_assoc, mul_smul_comm, mul_one, zero_mul]
      module
    have d : density occ p i = delta p i := by
      by_cases hp : p = i
      · rw [hp, density, if_pos hi]
      · simp [density, delta, hp]
    rw [← mul_assoc, e, add_mul, smul_mul_assoc, map_add, map_smul, k, D, d, smul_eq_mul]
    ring
  · intro p q r s
    change w (b p * b q * a s * a r * (b v * a i)) = _
    have e : b p * b q * a s * a r * b v = delta r v • (b p * b q * a s)
        - delta s v • (b p * b q * a r) + b v * (b p * b q * a s * a r) := by
      linear_combination (norm := skip) b p * b q * a s * hC.ab r v
        - b p * b q * hC.ab s v * a r + b p * hC.bb q v * (a s * a r)
        - hC.bb p v * (b q * a s * a r)
      simp only [mul_add, add_mul, mul_assoc, smul_mul_assoc, mul_smul_comm, one_mul, mul_one,
        mul_zero, zero_mul]
      module
    rw [← mul_assoc, e]
    simp only [add_mul, sub_mul, smul_mul_assoc, map_add, map_sub, map_smul, smul_eq_mul, k, part]
    rw [delta_comm i p, delta_comm i q]
    ring
```

**Q:** And the variational content?

**A:** The expectation of [H, b_p a_q] vanishes for all p and q exactly when both occupied-virtual blocks of F vanish. Mixed pairs give F_vi or F_iv up to sign. For two virtual orbitals both products vanish. For two occupied ones, b_p a_q = δ_pq − a_q b_p makes both products equal δ_pq w(H), so they cancel.

```lean
/-- Brillouin theorem as a stationarity condition: for `V` symmetric under particle exchange, the
expectation value of the commutator of the Hamiltonian with every `b p * a q` vanishes exactly when
the Fock matrix has no elements between occupied and virtual orbitals. -/
theorem brillouin_stationary_iff (hC : IsCAR a b) (hw : IsDeterminant a b occ w)
    (hV : ∀ p q r s, V p q r s = V q p s r) :
    (∀ p q, w (hamiltonian a b h V * (b p * a q) - b p * a q * hamiltonian a b h V) = 0) ↔
      ∀ i ∈ occ, ∀ v, v ∉ occ → fock h V occ v i = 0 ∧ fock h V occ i v = 0 := by
  have R : ∀ p q, q ∉ occ → ∀ x, w (x * (b p * a q)) = 0 := fun p q hq x => by
    rw [← mul_assoc]; exact hw.ann_virt q hq _
  have L : ∀ p q, p ∉ occ → ∀ x, w (b p * a q * x) = 0 := fun p q hp x => by
    rw [mul_assoc]; exact hw.cre_virt p hp _
  constructor
  · intro H i hi v hv
    have h1 := H i v
    have h2 := H v i
    rw [map_sub, R i v hv, brillouin_bra hC hw hV hi hv, zero_sub, neg_eq_zero] at h1
    rw [map_sub, L v i hv, brillouin_ket hC hw hV hi hv, sub_zero] at h2
    exact ⟨h1, h2⟩
  · intro F p q
    rw [map_sub]
    by_cases hp : p ∈ occ <;> by_cases hq : q ∈ occ
    · -- occupied-occupied: both products give the same multiple of the energy
      have r : ∀ x, w (x * (a q * b p)) = 0 := fun x => by
        rw [← mul_assoc]; exact hw.cre_occ p hp _
      have l : ∀ x, w (a q * b p * x) = 0 := fun x => by
        rw [mul_assoc]; exact hw.ann_occ q hq _
      rw [eq_sub_of_add_eq' (hC.ab q p), mul_sub, sub_mul, map_sub, map_sub, r, l,
        mul_smul_comm, smul_mul_assoc, mul_one, one_mul, sub_self]
    · rw [R p q hq, brillouin_bra hC hw hV hp hq, (F p hp q hq).1, sub_zero]
    · rw [L p q hp, brillouin_ket hC hw hV hq hp, (F q hq p hp).2, sub_zero]
    · rw [R p q hq, L p q hp, sub_zero]
```

The link to the energy is not formalised here: for a Hermitian H, a small orbital rotation exp(κ), with κ an anti-Hermitian combination of the b_p a_q, changes the energy to first order by w([H, κ]). A stationary determinant need not be a minimum.

**Q:** Does anything satisfy all these assumptions?

**A:** Two modes do, written as 4×4 matrices with transposes as creators. The functional reads the diagonal entry of state 10, which is index 2 counting from zero.

```lean
/-- The annihilators of two fermionic modes as matrices in the occupation-number basis
00, 01, 10, 11. -/
def twoModeAnn : Fin 2 → Matrix (Fin 4) (Fin 4) ℂ :=
  ![!![0, 0, 1, 0; 0, 0, 0, 1; 0, 0, 0, 0; 0, 0, 0, 0],
    !![0, 1, 0, 0; 0, 0, 0, 0; 0, 0, 0, -1; 0, 0, 0, 0]]

/-- The two-mode matrices and their transposes satisfy the anticommutation relations, and the
diagonal matrix entry at the state 10 is a determinant functional with mode 0 occupied. -/
theorem twoMode_witness :
    IsCAR twoModeAnn (fun p => (twoModeAnn p)ᵀ) ∧
      IsDeterminant twoModeAnn (fun p => (twoModeAnn p)ᵀ) {0}
        (Matrix.entryLinearMap ℂ ℂ (2 : Fin 4) (2 : Fin 4)) := by
  refine ⟨⟨?_, ?_, ?_⟩, ⟨?_, ?_, ?_, ?_, ?_⟩⟩
  -- the anticommutation relations, entry by entry
  iterate 3
    · intro p q
      ext i j
      simp only [Matrix.add_apply, Matrix.mul_apply, Matrix.transpose_apply, Fin.sum_univ_four]
      fin_cases p <;> fin_cases q <;> fin_cases i <;> fin_cases j <;> simp [twoModeAnn, delta]
  -- the determinant conditions, read off from one row or column
  · change (1 : Matrix (Fin 4) (Fin 4) ℂ) 2 2 = 1
    exact Matrix.one_apply_eq 2
  · intro v hv x
    change (x * twoModeAnn v) 2 2 = 0
    simp only [Matrix.mul_apply, Fin.sum_univ_four]
    fin_cases v <;> simp_all [twoModeAnn]
  · intro v hv x
    change ((twoModeAnn v)ᵀ * x) 2 2 = 0
    simp only [Matrix.mul_apply, Matrix.transpose_apply, Fin.sum_univ_four]
    fin_cases v <;> simp_all [twoModeAnn]
  · intro i hi x
    change (x * (twoModeAnn i)ᵀ) 2 2 = 0
    simp only [Matrix.mul_apply, Matrix.transpose_apply, Fin.sum_univ_four]
    fin_cases i <;> simp_all [twoModeAnn]
  · intro i hi x
    change (twoModeAnn i * x) 2 2 = 0
    simp only [Matrix.mul_apply, Fin.sum_univ_four]
    fin_cases i <;> simp_all [twoModeAnn]

end

end BrillouinSecondQuantisation
```

```lean
#print axioms BrillouinSecondQuantisation.brillouin_bra
#print axioms BrillouinSecondQuantisation.brillouin_stationary_iff
```

```
'BrillouinSecondQuantisation.brillouin_bra' depends on axioms: [propext, Classical.choice, Quot.sound]
'BrillouinSecondQuantisation.brillouin_stationary_iff' depends on axioms: [propext, Classical.choice, Quot.sound]
```

**Q:** What does the formula say in that small case?

**A:** With only orbital 0 occupied, the Coulomb and exchange terms in F_10 are both V(1,0,0,0). They cancel and leave h_10: a single electron does not interact with itself. If there are no occupied or no virtual orbitals, the condition on F is empty and every commutator has expectation zero.
